# The holohedry of a positive definite metric is a finite set of unimodular integer matrices

**Q.** A lattice is a set of points and a point symmetry is a rotation, proper or improper. The formal statement has to choose what stands for each. What was chosen?

**A.** Lattice coordinates. For basis vectors $a_i$, with $i$ in a finite index type `n`, the lattice is represented by its metric $G_{ij} = a_i \cdot a_j$. A linear map $a_j \mapsto \sum_i a_i R_{ij}$ acts on coordinate columns as $x \mapsto Rx$. It sends lattice points to lattice points when $R$ is an integer matrix, and it preserves the squared length $x^T G x$ when $R^T G R = G$. The holohedry of the lattice, the set of all its point symmetries, becomes the set of integer matrices $R$ with $R^T G R = G$. `realMat` reads an integer matrix as a real one.

```lean
import Mathlib

open Matrix

namespace Holohedry

variable {n : Type*} [Fintype n] [DecidableEq n]

/-- An integer matrix read as a real matrix, entry by entry. -/
def realMat : Matrix n n ℤ →+* Matrix n n ℝ := (Int.castRingHom ℝ).mapMatrix

/-- The holohedry of the metric tensor `G`: the integer matrices `R` with `Rᵀ G R = G`,
a set that contains the identity and is closed under products. -/
def holohedry (G : Matrix n n ℝ) : Submonoid (Matrix n n ℤ) where
  carrier := {R | (realMat R)ᵀ * G * realMat R = G}
  one_mem' := by
    show (realMat (1 : Matrix n n ℤ))ᵀ * G * realMat (1 : Matrix n n ℤ) = G
    rw [map_one, transpose_one, one_mul, mul_one]
  mul_mem' := by
    intro A B hA hB
    have ha : (realMat A)ᵀ * G * realMat A = G := hA
    have hb : (realMat B)ᵀ * G * realMat B = G := hB
    show (realMat (A * B))ᵀ * G * realMat (A * B) = G
    rw [map_mul, transpose_mul]
    calc (realMat B)ᵀ * (realMat A)ᵀ * G * (realMat A * realMat B)
        = (realMat B)ᵀ * ((realMat A)ᵀ * G * realMat A) * realMat B := by
          simp only [mul_assoc]
      _ = G := by rw [ha, hb]
```

**Q.** `holohedry G` is only a `Submonoid`. Nothing asks $R$ to be invertible.

**A.** The definition needs only the identity and products: $(AB)^T G (AB) = B^T (A^T G A) B = G$ for members $A$, $B$. Unimodularity is then derived. Determinants give $(\det R)^2 \det G = \det G$ (`h2`). If $\det G \ne 0$ it cancels (`h3`), and an integer with square $1$ is $\pm 1$.

```lean
/-- An integer matrix that preserves a nondegenerate metric has determinant `1` or `-1`. -/
theorem det_eq_one_or_neg_one {G : Matrix n n ℝ} (hG : G.det ≠ 0) {R : Matrix n n ℤ}
    (hR : R ∈ holohedry G) : R.det = 1 ∨ R.det = -1 := by
  have h : (realMat R)ᵀ * G * realMat R = G := hR
  have hd : (realMat R).det = (R.det : ℝ) := ((Int.castRingHom ℝ).map_det R).symm
  have h2 := congrArg det h
  rw [det_mul, det_mul, det_transpose, hd] at h2
  -- (det R)² det G = det G, and det G cancels
  have h3 : (R.det : ℝ) * R.det = 1 :=
    mul_right_cancel₀ hG (by linear_combination h2)
  have h4 : R.det * R.det = 1 := by exact_mod_cast h3
  exact mul_self_eq_one_iff.1 h4
```

**Q.** In two or more dimensions, infinitely many integer matrices have determinant $1$. Where does finiteness come from?

**A.** From positivity. `G.PosDef` means symmetric with $x^T G x > 0$ for $x \ne 0$, as for independent vectors in Euclidean space; it gives $\det G > 0$, so $G^{-1}$ is a true inverse. Let $e_i$ be the $i$-th unit column and $u = G^{-1} e_i$, the coordinates of the reciprocal vector $a_i^*$ defined by $a_i^* \cdot a_j = \delta_{ij}$, without $2\pi$. Then $u^T G u = (G^{-1})_{ii}$ and $x^T G u = u^T G x = x_i$ (`huu`, `hxu`, `hux`, the last using symmetry). For all real $t$,
$$0 \le (tu+x)^T G (tu+x) = (G^{-1})_{ii}\,t^2 + 2x_i t + x^T G x,$$
which is `hq`. The discriminant cannot be positive (`discrim_le_zero`), so $x_i^2 \le (G^{-1})_{ii}\, x^T G x$.

```lean
/-- For a positive definite metric, the square of the `i`-th coordinate of a vector is at most
its squared length `xᵀ G x` times the diagonal element `(G⁻¹)ᵢᵢ` of the inverse metric. -/
theorem coord_sq_le {G : Matrix n n ℝ} (hG : G.PosDef) (x : n → ℝ) (i : n) :
    x i ^ 2 ≤ G⁻¹ i i * (x ⬝ᵥ G *ᵥ x) := by
  have hdet : IsUnit G.det := hG.det_pos.ne'.isUnit
  have hs : Gᵀ = G := by
    have := hG.isHermitian.eq
    rwa [conjTranspose_eq_transpose_of_trivial] at this
  have hpos : ∀ y : n → ℝ, 0 ≤ y ⬝ᵥ G *ᵥ y := fun y => by
    simpa using hG.posSemidef.dotProduct_mulVec_nonneg y
  -- the vector u = G⁻¹ eᵢ picks out the i-th coordinate
  obtain ⟨u, hu, hui⟩ : ∃ u : n → ℝ, G *ᵥ u = Pi.single i 1 ∧ u i = G⁻¹ i i := by
    refine ⟨fun k => G⁻¹ k i, ?_, rfl⟩
    ext k
    have := congrFun (congrFun (mul_nonsing_inv G hdet) k) i
    simpa [mulVec, dotProduct, mul_apply, one_apply, Pi.single_apply] using this
  have huu : u ⬝ᵥ G *ᵥ u = G⁻¹ i i := by
    rw [hu, ← hui]
    simp
  have hxu : x ⬝ᵥ G *ᵥ u = x i := by
    rw [hu]
    simp
  have hux : u ⬝ᵥ G *ᵥ x = x i := by
    rw [dotProduct_mulVec, ← mulVec_transpose, hs, hu]
    simp
  -- the squared length of t u + x is a nonnegative quadratic in t
  have hq : ∀ t : ℝ, 0 ≤ G⁻¹ i i * (t * t) + 2 * x i * t + x ⬝ᵥ G *ᵥ x := fun t => by
    have := hpos (t • u + x)
    simp only [mulVec_add, mulVec_smul, dotProduct_add, add_dotProduct, smul_dotProduct,
      dotProduct_smul, smul_eq_mul, huu, hxu, hux] at this
    linarith
  have hdis := discrim_le_zero hq
  rw [discrim] at hdis
  nlinarith [hdis]
```

Take $x$ to be column $j$ of $R$, the image of $a_j$. Its squared length is $(R^T G R)_{jj} = G_{jj}$ (`e`), hence $R_{ij}^2 \le (G^{-1})_{ii} G_{jj}$, that is $|R_{ij}| \le |a_i^*|\,|a_j|$.

```lean
/-- The entries of a matrix in the holohedry of a positive definite metric obey
`Rᵢⱼ² ≤ (G⁻¹)ᵢᵢ Gⱼⱼ`. -/
theorem entry_sq_le {G : Matrix n n ℝ} (hG : G.PosDef) {R : Matrix n n ℤ}
    (hR : R ∈ holohedry G) (i j : n) : (R i j : ℝ) ^ 2 ≤ G⁻¹ i i * G j j := by
  have h : (realMat R)ᵀ * G * realMat R = G := hR
  rw [mul_assoc] at h
  -- column j of R has the squared length of the j-th basis vector
  have e : ((realMat R)ᵀ * (G * realMat R)) j j
      = (fun k => realMat R k j) ⬝ᵥ G *ᵥ (fun k => realMat R k j) := rfl
  rw [h] at e
  have hb := coord_sq_le hG (fun k => realMat R k j) i
  rw [← e] at hb
  exact hb
```

An integer $z$ with $z^2 \le C$, for real $C$, has $\pm z \le z^2 \le \lfloor C \rfloor$, so there are finitely many (`hint`). Each entry has finitely many options, the matrices fill a finite box (`hbox`), and the holohedry lies inside it. `holohedry_finite` reads: for positive definite $G$ of any finite size, the holohedry is finite and all its determinants are $\pm 1$.

```lean
/-- The holohedry of a symmetric positive definite metric is finite, and each of its
matrices has determinant `1` or `-1`. -/
theorem holohedry_finite {G : Matrix n n ℝ} (hG : G.PosDef) :
    (holohedry G : Set (Matrix n n ℤ)).Finite ∧
      ∀ R ∈ holohedry G, R.det = 1 ∨ R.det = -1 := by
  refine ⟨?_, fun R hR => det_eq_one_or_neg_one hG.det_pos.ne' hR⟩
  -- finitely many integers have a square below a given bound
  have hint : ∀ C : ℝ, {z : ℤ | (z : ℝ) ^ 2 ≤ C}.Finite := fun C => by
    refine (Set.finite_Icc (-⌊C⌋) ⌊C⌋).subset fun z hz => ?_
    have hz' : (z : ℝ) ^ 2 ≤ C := hz
    have h1 : z ^ 2 ≤ ⌊C⌋ := Int.le_floor.2 (by exact_mod_cast hz')
    have h2 : z ≤ z ^ 2 := Int.le_self_sq z
    have h3 : -z ≤ (-z) ^ 2 := Int.le_self_sq (-z)
    exact ⟨by nlinarith, by linarith⟩
  have hbox : {R : n → n → ℤ | ∀ i, R i ∈
      {r : n → ℤ | ∀ j, r j ∈ {z : ℤ | (z : ℝ) ^ 2 ≤ G⁻¹ i i * G j j}}}.Finite :=
    Set.Finite.pi' fun i => Set.Finite.pi' fun j => hint _
  exact Set.Finite.subset hbox fun R hR i j => entry_sq_le hG hR i j
```

**Q.** Does that give the allowed rotation axes?

**A.** It gives finite order. If $R^a = R^b$ for naturals $a < b$, cancelling the invertible $R^a$ gives $R^{b-a} = 1$ (`key`). Without such a coincidence all powers would be distinct members of a finite set. So $R^k = 1$ for some $k > 0$. The crystallographic restriction, which lists the possible orders in a given dimension, is a sharper statement; $k$ is not bounded here.

```lean
/-- Every matrix in the holohedry of a positive definite metric has finite order. -/
theorem exists_pow_eq_one {G : Matrix n n ℝ} (hG : G.PosDef) {R : Matrix n n ℤ}
    (hR : R ∈ holohedry G) : ∃ k : ℕ, 0 < k ∧ R ^ k = 1 := by
  obtain ⟨hfin, hdet⟩ := holohedry_finite hG
  have hu : IsUnit R := (isUnit_iff_isUnit_det R).2 (Int.isUnit_iff.2 (hdet R hR))
  by_contra hno
  have key : ∀ a b : ℕ, a < b → R ^ a ≠ R ^ b := fun a b hab h => by
    refine hno ⟨b - a, by omega, (hu.pow a).mul_left_cancel ?_⟩
    rw [← pow_add, mul_one, show a + (b - a) = b by omega, h]
  -- otherwise all powers of R would be distinct elements of a finite set
  have hinj : Function.Injective fun k : ℕ => R ^ k := fun a b h => by
    rcases lt_trichotomy a b with hab | hab | hab
    · exact absurd h (key a b hab)
    · exact hab
    · exact absurd h.symm (key b a hab)
  exact Set.infinite_of_injective_forall_mem hinj (fun k => pow_mem hR k) hfin
```

**Q.** Might lattice compatibility impose more than finite and unimodular?

**A.** Not for the existence of an invariant metric. Let $s$ be a finite set of unimodular integer matrices containing $1$ and closed under products, and $M = \sum_{S \in s} S^T S$, a sum without division by the size of $s$.

```lean
/-- The metric `∑ Sᵀ S` summed over a finite set of integer matrices. -/
noncomputable def averagedMetric (s : Finset (Matrix n n ℤ)) : Matrix n n ℝ :=
  ∑ S ∈ s, (realMat S)ᵀ * realMat S
```

The term $S = 1$ is positive definite and the others are positive semidefinite, so $M$ is positive definite. For $R \in s$, $R^T M R = \sum_S (SR)^T (SR)$, and $S \mapsto SR$ is injective from the finite set $s$ to itself, hence a permutation (`him`), so the sum is $M$.

```lean
/-- For a finite set of integer matrices of determinant `±1` that contains the identity and is
closed under products, `∑ Sᵀ S` is positive definite and preserved by every matrix of the set. -/
theorem averagedMetric_invariant (s : Finset (Matrix n n ℤ)) (h1 : 1 ∈ s)
    (hmul : ∀ A ∈ s, ∀ B ∈ s, A * B ∈ s) (hdet : ∀ R ∈ s, R.det = 1 ∨ R.det = -1) :
    (averagedMetric s).PosDef ∧ ∀ R ∈ s, R ∈ holohedry (averagedMetric s) := by
  constructor
  · rw [averagedMetric, ← Finset.add_sum_erase s _ h1, map_one, transpose_one, mul_one]
    refine PosDef.one.add_posSemidef (Finset.sum_induction _ PosSemidef
      (fun a b ha hb => ha.add hb) PosSemidef.zero fun S _ => ?_)
    have := posSemidef_conjTranspose_mul_self (realMat S)
    rwa [conjTranspose_eq_transpose_of_trivial] at this
  · intro R hR
    have hu : IsUnit R := (isUnit_iff_isUnit_det R).2 (Int.isUnit_iff.2 (hdet R hR))
    have hinj : Function.Injective fun S : Matrix n n ℤ => S * R :=
      fun A B h => hu.mul_right_cancel h
    -- right multiplication by R permutes the set
    have him : s.image (fun S => S * R) = s := by
      refine Finset.eq_of_subset_of_card_le (fun T hT => ?_)
        (Finset.card_image_of_injective s hinj).ge
      obtain ⟨S, hS, rfl⟩ := Finset.mem_image.1 hT
      exact hmul S hS R hR
    show (realMat R)ᵀ * averagedMetric s * realMat R = averagedMetric s
    calc (realMat R)ᵀ * averagedMetric s * realMat R
        = ∑ S ∈ s, (realMat (S * R))ᵀ * realMat (S * R) := by
          simp only [averagedMetric, Finset.mul_sum, Finset.sum_mul, map_mul, transpose_mul,
            mul_assoc]
      _ = averagedMetric (s.image fun S => S * R) := by
          rw [averagedMetric, Finset.sum_image fun A _ B _ h => hinj h]
      _ = averagedMetric s := by rw [him]
```

Together: a submonoid $H$ lies in the holohedry of some positive definite metric exactly when it is finite with determinants $\pm 1$. `H ≤ holohedry G` is inclusion, and equality is not claimed.

```lean
/-- A submonoid of integer matrices lies in the holohedry of some positive definite metric
exactly when it is finite and all its determinants are `1` or `-1`. -/
theorem le_holohedry_iff (H : Submonoid (Matrix n n ℤ)) :
    (∃ G : Matrix n n ℝ, G.PosDef ∧ H ≤ holohedry G) ↔
      (H : Set (Matrix n n ℤ)).Finite ∧ ∀ R ∈ H, R.det = 1 ∨ R.det = -1 := by
  constructor
  · rintro ⟨G, hG, hle⟩
    obtain ⟨hfin, hdet⟩ := holohedry_finite hG
    exact ⟨hfin.subset fun R hR => hle hR, fun R hR => hdet R (hle hR)⟩
  · rintro ⟨hfin, hdet⟩
    have hm : ∀ R, R ∈ hfin.toFinset ↔ R ∈ H := fun R => hfin.mem_toFinset
    obtain ⟨hp, hi⟩ := averagedMetric_invariant hfin.toFinset ((hm 1).2 H.one_mem)
      (fun A hA B hB => (hm _).2 (H.mul_mem ((hm A).1 hA) ((hm B).1 hB)))
      (fun R hR => hdet R ((hm R).1 hR))
    exact ⟨_, hp, fun R hR => hi R ((hm R).2 hR)⟩
```

**Q.** The determinant step used only $\det G \ne 0$. Could finiteness do the same?

**A.** No. Take the form $y^2 - 4xz$ on coordinates $(x,y,z)$, whose matrix is symmetric with determinant $-4$.

```lean
/-- The matrix of the quadratic form `y² - 4xz`. -/
def indefiniteMetric : Matrix (Fin 3) (Fin 3) ℝ := !![0, 0, -2; 0, 1, 0; -2, 0, 0]
```

For integer $t$, map $(x,y,z)$ to $(x,\ 2tx+y,\ t^2x+ty+z)$. Then $(2tx+y)^2 - 4x(t^2x+ty+z) = y^2 - 4xz$; `hmem` checks this entry by entry. The entry in row $2$, column $1$, counting from zero, is $t$, so the matrices are distinct.

```lean
/-- The matrix of `y² - 4xz` is symmetric with determinant `-4`, it is preserved by
`!![1, 0, 0; 2t, 1, 0; t², t, 1]` for every integer `t`, and its holohedry is infinite. -/
theorem indefinite_holohedry_infinite :
    indefiniteMetricᵀ = indefiniteMetric ∧ indefiniteMetric.det = -4 ∧
      (∀ t : ℤ, !![1, 0, 0; 2 * t, 1, 0; t ^ 2, t, 1] ∈ holohedry indefiniteMetric) ∧
      (holohedry indefiniteMetric : Set (Matrix (Fin 3) (Fin 3) ℤ)).Infinite := by
  have hmem : ∀ t : ℤ, !![1, 0, 0; 2 * t, 1, 0; t ^ 2, t, 1] ∈ holohedry indefiniteMetric := by
    intro t
    show (realMat !![1, 0, 0; 2 * t, 1, 0; t ^ 2, t, 1])ᵀ * indefiniteMetric
      * realMat !![1, 0, 0; 2 * t, 1, 0; t ^ 2, t, 1] = indefiniteMetric
    ext i j
    fin_cases i <;> fin_cases j <;>
      simp [realMat, indefiniteMetric, Matrix.mul_apply, Fin.sum_univ_succ] <;> ring
  refine ⟨?_, ?_, hmem, ?_⟩
  · ext i j
    fin_cases i <;> fin_cases j <;> simp [indefiniteMetric]
  · simp [indefiniteMetric, det_fin_three]
    norm_num
  · refine Set.infinite_of_injective_forall_mem
      (f := fun t : ℤ => !![1, 0, 0; 2 * t, 1, 0; t ^ 2, t, 1]) (fun a b h => ?_) hmem
    simpa using congrFun (congrFun h 2) 1

end Holohedry
```

```lean
#print axioms Holohedry.holohedry_finite
#print axioms Holohedry.exists_pow_eq_one
#print axioms Holohedry.le_holohedry_iff
#print axioms Holohedry.indefinite_holohedry_infinite
```

```
'Holohedry.holohedry_finite' depends on axioms: [propext, Classical.choice, Quot.sound]
'Holohedry.exists_pow_eq_one' depends on axioms: [propext, Classical.choice, Quot.sound]
'Holohedry.le_holohedry_iff' depends on axioms: [propext, Classical.choice, Quot.sound]
'Holohedry.indefinite_holohedry_infinite' depends on axioms: [propext, Classical.choice, Quot.sound]
```

**Q.** What physics is missing, and where would I meet this?

**A.** There are no atoms, translations or glide parts, only a bare, perfectly periodic lattice. For a perfectly periodic crystal whose translations are exactly those of this lattice, the point group used to reduce a Brillouin-zone mesh, written in lattice coordinates, sits inside the holohedry and so is finite; that inclusion is a physical input and is not formalised here.

What follows is commentary that Lean has not checked. One could model symmetries as Cartesian orthogonal matrices $W$ mapping the lattice onto itself; with the $a_j$ as columns of a matrix $P$, one has $G = P^T P$ and $R = P^{-1} W P$. Positivity and $\det W = \pm 1$ would then be built in, and the indefinite example would not arise.

In code, the entry bound can serve as a search box: for a simple cubic metric it restricts entries to $-1, 0, 1$, leaving $3^9$ candidates. A floating-point test of $R^T G R = G$ needs a tolerance, while the theorems concern exact equality. The coordinate bound also leaves finitely many integer $x$ with $x^T G x \le C$; with the reciprocal metric, this is the finiteness of a plane-wave basis at $k = 0$ below an energy cutoff.
